# The two levels of a real symmetric two-by-two matrix are its mean diagonal entry plus and minus half the gap

The theorem `eigenvalue_iff` concerns a real symmetric 2 × 2 matrix `F`, the form taken by a two-state problem with real coupling. It states that a real number μ is an eigenvalue of `F` exactly when μ = m − g or μ = m + g, where m is the mean of the diagonal entries and g is the square root of the squared half difference of those entries plus the squared off-diagonal entry. The eigenvector must be real and non-zero but need not be normalised, which does not affect the eigenvalue, and the two levels may coincide. The proof rewrites the eigenvalue equation as (F − μ1)v = 0, uses the fact that this has a non-zero solution exactly when the determinant vanishes, and factorises the determinant into the two levels.

In Lean, a first try:

```lean
import Mathlib

open Matrix

namespace MultiplierRotation

noncomputable section

/-- The mean of the two diagonal multipliers. -/
def mean (F : Matrix (Fin 2) (Fin 2) ℝ) : ℝ := (F 0 0 + F 1 1) / 2

/-- The square root of the squared half difference of the diagonal multipliers plus the
squared off-diagonal multiplier. -/
def halfGap (F : Matrix (Fin 2) (Fin 2) ℝ) : ℝ :=
  Real.sqrt (((F 0 0 - F 1 1) / 2) ^ 2 + F 0 1 ^ 2)

/-- The lower level: mean minus half gap. -/
def levelLow (F : Matrix (Fin 2) (Fin 2) ℝ) : ℝ := mean F - halfGap F

/-- The upper level: mean plus half gap. -/
def levelHigh (F : Matrix (Fin 2) (Fin 2) ℝ) : ℝ := mean F + halfGap F

variable {F : Matrix (Fin 2) (Fin 2) ℝ}

/-- The two levels are exactly the eigenvalues of the symmetric multiplier matrix. -/
theorem eigenvalue_iff (hF : F.IsSymm) (μ : ℝ) :
    (∃ v : Fin 2 → ℝ, v ≠ 0 ∧ F *ᵥ v = μ • v) ↔ μ = levelLow F ∨ μ = levelHigh F := by
  have hs : F 1 0 = F 0 1 := hF.apply 0 1
  have hsq : halfGap F ^ 2 = ((F 0 0 - F 1 1) / 2) ^ 2 + F 0 1 ^ 2 :=
    Real.sq_sqrt (by positivity)
  have key : ∀ v : Fin 2 → ℝ,
      F *ᵥ v = μ • v ↔ (F - μ • (1 : Matrix (Fin 2) (Fin 2) ℝ)) *ᵥ v = 0 := by
    intro v
    simp [Matrix.sub_mulVec, Matrix.smul_mulVec, sub_eq_zero]
  have h1 : (F - μ • (1 : Matrix (Fin 2) (Fin 2) ℝ)).det
      = (F 0 0 - μ) * (F 1 1 - μ) - F 0 1 * F 0 1 := by
    simp [Matrix.det_fin_two, hs]
  -- the secular determinant factorises into the two levels
  have h2 : (F - μ • (1 : Matrix (Fin 2) (Fin 2) ℝ)).det
      = (μ - levelLow F) * (μ - levelHigh F) := by
    rw [h1]
    unfold levelLow levelHigh mean
    linear_combination hsq
  simp only [key]
  rw [Matrix.exists_mulVec_eq_zero_iff, h2, mul_eq_zero, sub_eq_zero, sub_eq_zero]

end

end MultiplierRotation
```

The compiler's answer:

```
Main.lean:32:76: error: unsolved goals
F : Matrix (Fin 2) (Fin 2) ℝ
hF : F.IsSymm
μ : ℝ
hs : F 1 0 = F 0 1
hsq : halfGap F ^ 2 = ((F 0 0 - F 1 1) / 2) ^ 2 + F 0 1 ^ 2
v : Fin 2 → ℝ
⊢ ![F 0 0 * v 0 + F 0 1 * v 1, F 1 0 * v 0 + F 1 1 * v 1] = μ • v ↔
    F 0 0 * v 0 + F 0 1 * v 1 = vecHead (μ • v) ∧ F 1 0 * v 0 + F 1 1 * v 1 = vecHead (vecTail (μ • v))
```

Lean accepts the file once it reads:

```diff
@@ -32,5 +32,5 @@
       F *ᵥ v = μ • v ↔ (F - μ • (1 : Matrix (Fin 2) (Fin 2) ℝ)) *ᵥ v = 0 := by
     intro v
-    simp [Matrix.sub_mulVec, Matrix.smul_mulVec, sub_eq_zero]
+    rw [Matrix.sub_mulVec, Matrix.smul_mulVec, Matrix.one_mulVec, sub_eq_zero]
   have h1 : (F - μ • (1 : Matrix (Fin 2) (Fin 2) ℝ)).det
       = (F 0 0 - μ) * (F 1 1 - μ) - F 0 1 * F 0 1 := by
```

The error lies in the auxiliary statement `key`, which says that Fv = μv is equivalent to (F − μ1)v = 0. The message `unsolved goals` means that `simp` simplified this equivalence but did not finish proving it.

Besides using the lemmas it was given, `simp` wrote out the product `F *ᵥ v` in components. On the left this left an equation between an explicit two-entry vector and `μ • v`. On the right, the equation with zero was split into two scalar equations, with the entries of `μ • v` expressed through `vecHead` and `vecTail`. The two sides still say the same thing, but in different forms, and `simp` did not bring them together.

The repair uses `rw` with named lemmas only, so the product is never expanded. `Matrix.sub_mulVec` distributes the product over the difference, `Matrix.smul_mulVec` moves μ outside, `Matrix.one_mulVec` removes the identity matrix, and `sub_eq_zero` turns the vanishing difference into `F *ᵥ v = μ • v`. Both sides are then identical, and `rw` closes the goal by reflexivity.
